# A real operator self-adjoint in a finite non-orthogonal basis has a complete orthonormal set of eigenvectors

Let `S` and `D` be real matrices of the same finite size, with `S` positive definite and `D * S = S * Dᵀ`. In physical terms, `D` can be read as the matrix of an operator in a real, non-orthogonal basis with overlap matrix `S⁻¹`, and the condition says that the operator is self-adjoint for that overlap. The theorem `exists_modes` states that `D` then has a basis of eigenvectors with real eigenvalues, the columns of an invertible matrix `P` with `P * Pᵀ = S`, which means that they are orthonormal with respect to `S⁻¹`. The proof takes a square root `C` with `C * Cᵀ = S`, shows that `Cᵀ * (S⁻¹ * D) * C` is symmetric, diagonalises it by an orthogonal `U`, and sets `P = C * U`.

Lean 4 with Mathlib refuses this proof:

```lean
import Mathlib

open Real Matrix

namespace ExistsModes

noncomputable section

variable {n : Type*} [Fintype n] [DecidableEq n]

/-- A real symmetric matrix is diagonalised by an orthogonal matrix. -/
lemma exists_orthogonal {A : Matrix n n ℝ} (hA : A.IsHermitian) :
    ∃ U : Matrix n n ℝ, U * Uᵀ = 1 ∧ A * U = U * diagonal hA.eigenvalues := by
  refine ⟨(hA.eigenvectorUnitary : Matrix n n ℝ), ?_, ?_⟩
  · have h := Matrix.mem_unitaryGroup_iff.1 hA.eigenvectorUnitary.2
    rwa [Matrix.star_eq_conjTranspose, conjTranspose_eq_transpose_of_trivial] at h
  · ext i j
    have h := congrFun (hA.mulVec_eigenvectorBasis j) i
    rw [Matrix.mul_diagonal]
    exact h.trans (mul_comm _ _)

/-- If `S` is positive definite and `DS = SDᵀ`, there is a basis of eigenvectors of `D`,
the columns of `P`, with `PPᵀ = S`. -/
theorem exists_modes {S D : Matrix n n ℝ} (hS : S.PosDef) (hDS : D * S = S * Dᵀ) :
    ∃ (P Q : Matrix n n ℝ) (l : n → ℝ),
      P * Q = 1 ∧ P * Pᵀ = S ∧ D * P = P * diagonal l := by
  have hu : IsUnit S.det := hS.det_pos.ne'.isUnit
  have hSt : Sᵀ = S := by
    have h := hS.isHermitian.eq
    rwa [conjTranspose_eq_transpose_of_trivial] at h
  -- a square root `C` of `S`
  obtain ⟨C, hC⟩ : ∃ C : Matrix n n ℝ, C * Cᵀ = S := by
    obtain ⟨V, hV, hSV⟩ := exists_orthogonal hS.isHermitian
    let r : n → ℝ := fun i => Real.sqrt (hS.isHermitian.eigenvalues i)
    have hr : diagonal r * diagonal r = diagonal hS.isHermitian.eigenvalues := by
      rw [diagonal_mul_diagonal]
      exact congrArg diagonal (funext fun i => Real.mul_self_sqrt (hS.eigenvalues_pos i).le)
    refine ⟨V * diagonal r, ?_⟩
    calc V * diagonal r * (V * diagonal r)ᵀ = V * (diagonal r * diagonal r) * Vᵀ := by
          rw [transpose_mul, diagonal_transpose]
          simp only [mul_assoc]
      _ = S := by rw [hr, ← hSV, mul_assoc, hV, mul_one]
  have hcomm : S⁻¹ * D = Dᵀ * S⁻¹ := by
    calc S⁻¹ * D = S⁻¹ * (D * S) * S⁻¹ := by
          rw [mul_assoc, mul_assoc, mul_nonsing_inv _ hu, mul_one]
      _ = Dᵀ * S⁻¹ := by rw [hDS, ← mul_assoc, nonsing_inv_mul _ hu, one_mul]
  -- in the basis `C` the operator `D` becomes symmetric
  have hA : (Cᵀ * (S⁻¹ * D) * C).IsHermitian := by
    rw [Matrix.IsHermitian, conjTranspose_eq_transpose_of_trivial, transpose_mul,
      transpose_mul, transpose_transpose, transpose_mul, transpose_nonsing_inv, hSt, ← hcomm]
    simp only [mul_assoc]
  obtain ⟨U, hU, hAU⟩ := exists_orthogonal hA
  have hP : C * U * (C * U)ᵀ = S := by
    calc C * U * (C * U)ᵀ = C * (U * Uᵀ) * Cᵀ := by
          rw [transpose_mul]
          simp only [mul_assoc]
      _ = S := by rw [hU, mul_one, hC]
  refine ⟨C * U, (C * U)ᵀ * S⁻¹, hA.eigenvalues, ?_, hP, ?_⟩
  · rw [← mul_assoc, hP, mul_nonsing_inv _ hu]
  · calc D * (C * U) = (S * S⁻¹) * D * C * U := by
          rw [mul_nonsing_inv _ hu, one_mul, mul_assoc]
      _ = (C * Cᵀ * S⁻¹) * D * C * U := by rw [hC]
      _ = C * (Cᵀ * (S⁻¹ * D) * C * U) := by simp only [mul_assoc]
      _ = C * U * diagonal hA.eigenvalues := by rw [hAU, mul_assoc]

end

end ExistsModes
```

The compiler's answer:

```
Main.lean:64:57: error: Tactic `rewrite` failed: motive is not type correct:
  fun _a => C * (U * diagonal hA.eigenvalues) = C * U * diagonal hA.eigenvalues
Error: Application type mismatch: The argument
  hA
has type
  (Cᵀ * (S⁻¹ * D) * C).IsHermitian
but is expected to have type
  _a.IsHermitian
in the application
  hA.eigenvalues

Explanation: The rewrite tactic rewrites an expression 'e' using an equality 'a = b' by the following process. First, it looks for all 'a' in 'e'. Second, it tries to abstract these occurrences of 'a' to create a function 'm := fun _a => ...', called the *motive*, with the property that 'm a' is definitionally equal to 'e'. Third, we observe that 'congrArg' implies that 'm a = m b', which can be used with lemmas such as 'Eq.mpr' to change the goal. However, if 'e' depends on specific properties of 'a', then the motive 'm' might not typecheck.

Possible solutions: use rewrite's 'occs' configuration option to limit which occurrences are rewritten, or use 'simp' or 'conv' mode, which have strategies for certain kinds of dependencies (these tactics can handle proofs and 'Decidable' instances whose types depend on the rewritten term, and 'simp' can apply user-defined '@[congr]' theorems as well).

n : Type u_1
inst✝¹ : Fintype n
inst✝ : DecidableEq n
S D : Matrix n n ℝ
hS : S.PosDef
hDS : D * S = S * Dᵀ
hu : IsUnit S.det
hSt : Sᵀ = S
C : Matrix n n ℝ
hC : C * Cᵀ = S
hcomm : S⁻¹ * D = Dᵀ * S⁻¹
hA : (Cᵀ * (S⁻¹ * D) * C).IsHermitian
U : Matrix n n ℝ
hU : U * Uᵀ = 1
hAU : Cᵀ * (S⁻¹ * D) * C * U = U * diagonal hA.eigenvalues
hP : C * U * (C * U)ᵀ = S
⊢ C * (U * diagonal hA.eigenvalues) = C * U * diagonal hA.eigenvalues
```

The error is in the last step of the final calculation. Rewriting with `hAU` succeeds, and what remains is only a matter of brackets: `C * (U * diagonal hA.eigenvalues) = C * U * diagonal hA.eigenvalues`. But `rw [mul_assoc]` looks for any product of the form `a * b * c`, and it settles on `Cᵀ * (S⁻¹ * D) * C`, the matrix that `hA.eigenvalues` carries as an implicit argument. To rewrite it, Lean replaces that matrix by a variable `_a`, while `hA` remains a proof that the original matrix is Hermitian. The term `hA.eigenvalues` then no longer type-checks, hence "motive is not type correct".

The repair splits the step in two. `congrArg (C * ·) hAU` multiplies `hAU` on the left by `C`, which does the work of the rewrite that had already succeeded. The re-bracketing is then given directly as `(mul_assoc _ _ _).symm`, whose two sides are matched with those of the whole equation, so nothing inside `hA.eigenvalues` is rewritten.

The repair, with which the file compiles:

```diff
@@ -62,5 +62,6 @@
       _ = (C * Cᵀ * S⁻¹) * D * C * U := by rw [hC]
       _ = C * (Cᵀ * (S⁻¹ * D) * C * U) := by simp only [mul_assoc]
-      _ = C * U * diagonal hA.eigenvalues := by rw [hAU, mul_assoc]
+      _ = C * (U * diagonal hA.eigenvalues) := congrArg (C * ·) hAU
+      _ = C * U * diagonal hA.eigenvalues := (mul_assoc _ _ _).symm
 
 end
```
